# Minimising the Unnormalised Energy Can Raise the Rayleigh Quotient

Take a reference state of energy −1, couple it with strength 1/2 to a second state of energy 1/2, and look for a better trial vector (1, d). Minimising ⟨x, Hx⟩ over d gives d = −1, and the minimised number falls from −1 to −3/2. The squared norm has meanwhile grown from 1 to 2, so the energy of the normalised state is −3/4. The step that was meant to improve the reference state has made it worse.

The results below say when this happens. For a reference energy a coupled to a finite block of states, they give an exact criterion for the step to raise the energy. For two levels with energies −1 and h > 0 and nonzero coupling, the criterion becomes h < 1.

Corrections with the reference amplitude held at one also occur in configuration-interaction calculations. In the real, finite-dimensional model used here, solving for such a correction without an energy shift can spoil the variational energy.

## Energy, norm and the coupled Hamiltonian

```lean
import Mathlib

open Matrix

namespace IndefiniteCorrectionStep

noncomputable section

variable {m n : Type*} [Fintype m] [Fintype n]
```

The file loads Mathlib and opens the matrix notation. The types `m` and `n` label finite sets of basis states. All amplitudes and matrix elements will be real, and the basis is orthonormal, so no overlap matrix appears.

```lean
/-- The unnormalised energy `⟨x, H x⟩` of a real vector. -/
def energy (H : Matrix m m ℝ) (x : m → ℝ) : ℝ := x ⬝ᵥ H *ᵥ x
```

`energy H x` is the number ⟨x, Hx⟩. In Lean, `*ᵥ` applies a matrix to a vector and `⬝ᵥ` is the dot product. Nothing here requires x to have unit length.

```lean
/-- The Rayleigh quotient `⟨x, H x⟩ / ⟨x, x⟩`. -/
def rayleigh (H : Matrix m m ℝ) (x : m → ℝ) : ℝ := energy H x / (x ⬝ᵥ x)
```

`rayleigh H x` divides by the squared norm:

R(x) = ⟨x, Hx⟩ / ⟨x, x⟩.

This is the energy expectation value of the normalised state x/√⟨x, x⟩, and so it is the quantity to which the Rayleigh–Ritz principle applies.

```lean
/-- The Hamiltonian of a reference state of energy `a`, coupled by `b` to a block `B`. -/
def coupled (a : ℝ) (b : n → ℝ) (B : Matrix n n ℝ) : Matrix (Unit ⊕ n) (Unit ⊕ n) ℝ :=
  fromBlocks (of fun _ _ => a) (of fun _ j => b j) (of fun i _ => b i) B
```

The index type `Unit ⊕ n` consists of one reference state together with the states labelled by `n`. The matrix has a in the reference corner, the coupling vector b along the first row and first column, and the block B in the remaining corner. The definition does not force B to be symmetric; a theorem that needs symmetry asks for it.

```lean
/-- The reference state with amplitude one plus a correction `d` in the block. -/
def trial (d : n → ℝ) : Unit ⊕ n → ℝ := Sum.elim (fun _ => 1) d
```

`trial d` is the vector x = (1, d). Its reference amplitude is fixed at one, and d holds the amplitudes in the block. The corresponding normalised state is (1, d)/√(1 + ⟨d, d⟩).

```lean
/-- The unnormalised energy is a quadratic function of the correction. -/
theorem energy_trial (a : ℝ) (b d : n → ℝ) (B : Matrix n n ℝ) :
    energy (coupled a b B) (trial d) = a + 2 * (b ⬝ᵥ d) + d ⬝ᵥ B *ᵥ d := by
  have key : ∑ i, d i * b i = ∑ i, b i * d i :=
    Finset.sum_congr rfl fun i _ => mul_comm _ _
  simp [energy, coupled, trial, dotProduct, mulVec, Fintype.sum_sum_type, mul_add,
    Finset.sum_add_distrib]
  linarith [key]
```

Applying the Hamiltonian to (1, d) gives a + ⟨b, d⟩ in the reference component and b + Bd in the block. Taking the dot product with (1, d) yields

⟨x, Hx⟩ = a + ⟨b, d⟩ + ⟨d, b⟩ + ⟨d, Bd⟩ = a + 2⟨b, d⟩ + ⟨d, Bd⟩.

In the proof, `simp` expands the products into sums. The auxiliary statement `key` says that ⟨d, b⟩ = ⟨b, d⟩, which lets `linarith` collect the two coupling terms.

```lean
/-- The squared norm of the trial vector is one plus that of the correction. -/
theorem norm_trial (d : n → ℝ) : trial d ⬝ᵥ trial d = 1 + d ⬝ᵥ d := by
  simp [trial, dotProduct, Fintype.sum_sum_type]
```

The squared norm of (1, d) is 1 + ⟨d, d⟩. It is at least one, and it grows with the correction.

## What the step minimises

```lean
/-- For a symmetric positive definite block, the step solving `B d = -b` is the unique minimiser of
the unnormalised energy among vectors with reference amplitude one. -/
theorem correction_minimises (a : ℝ) {b d : n → ℝ} {B : Matrix n n ℝ} (hB : B.IsSymm)
    (hpos : ∀ x, x ≠ 0 → 0 < x ⬝ᵥ B *ᵥ x) (hd : B *ᵥ d = -b) (e : n → ℝ) (he : e ≠ d) :
    energy (coupled a b B) (trial d) < energy (coupled a b B) (trial e) := by
  have h1 : d ⬝ᵥ B *ᵥ e = -(b ⬝ᵥ e) := by
    rw [dotProduct_mulVec, ← mulVec_transpose, hB.eq, hd, neg_dotProduct]
  have h2 : e ⬝ᵥ B *ᵥ d = -(b ⬝ᵥ e) := by
    rw [hd, dotProduct_neg, dotProduct_comm]
  have h3 : d ⬝ᵥ B *ᵥ d = -(b ⬝ᵥ d) := by
    rw [hd, dotProduct_neg, dotProduct_comm]
  -- the energy difference is the quadratic form of `B` at `e - d`
  have h4 := hpos (e - d) (sub_ne_zero.2 he)
  simp only [mulVec_sub, sub_dotProduct, dotProduct_sub, h1, h2, h3] at h4
  rw [energy_trial, energy_trial, h3]
  linarith
```

The hypotheses say that B is symmetric (`hB`), that it is positive definite (`hpos`), and that d solves the step equation Bd = −b (`hd`). The conclusion is that every other correction e gives a strictly larger unnormalised energy.

By hand, write E(d) for the unnormalised energy of (1, d). The step equation gives ⟨d, Bd⟩ = −⟨b, d⟩, hence

E(e) − E(d) = 2⟨b, e⟩ + ⟨e, Be⟩ − ⟨b, d⟩.

Now expand the quadratic form at e − d:

⟨e − d, B(e − d)⟩ = ⟨e, Be⟩ − ⟨e, Bd⟩ − ⟨d, Be⟩ + ⟨d, Bd⟩.

The term ⟨e, Bd⟩ equals −⟨b, e⟩ by the step equation. Symmetry gives ⟨d, Be⟩ = ⟨Bd, e⟩ = −⟨b, e⟩ as well. The two expressions therefore agree:

E(e) − E(d) = ⟨e − d, B(e − d)⟩ > 0 for e ≠ d.

The statements `h1`, `h2` and `h3` are the three evaluations of the products containing d, and `h4` is positivity at e − d. The final `linarith` compares the expansions.

## When the step raises the energy

```lean
/-- The Rayleigh quotient after the correction step, relative to the reference energy. -/
theorem rayleigh_correction (a : ℝ) {b d : n → ℝ} {B : Matrix n n ℝ} (hd : B *ᵥ d = -b) :
    rayleigh (coupled a b B) (trial d)
      = a - (d ⬝ᵥ B *ᵥ d + a * (d ⬝ᵥ d)) / (1 + d ⬝ᵥ d) := by
  have hb : b ⬝ᵥ d = -(d ⬝ᵥ B *ᵥ d) := by
    rw [hd, dotProduct_neg, neg_neg, dotProduct_comm]
  have h0 : 0 ≤ d ⬝ᵥ d := Finset.sum_nonneg fun i _ => mul_self_nonneg (d i)
  have hD : 1 + d ⬝ᵥ d ≠ 0 := by linarith
  rw [rayleigh, energy_trial, norm_trial, eq_sub_iff_add_eq, ← add_div, div_eq_iff hD]
  linear_combination 2 * hb
```

This theorem uses only the step equation, with neither symmetry nor positivity of B. Since ⟨b, d⟩ = −⟨d, Bd⟩, the numerator of the Rayleigh quotient is

a + 2⟨b, d⟩ + ⟨d, Bd⟩ = a − ⟨d, Bd⟩.

Subtracting the quotient from a and using a common denominator gives

a − R = [a(1 + ⟨d, d⟩) − a + ⟨d, Bd⟩] / (1 + ⟨d, d⟩)
= [⟨d, Bd⟩ + a⟨d, d⟩] / (1 + ⟨d, d⟩),

which is the stated formula. In Lean, `hb` records the value of ⟨b, d⟩ and `hD` says that the denominator is nonzero. The rewriting clears the denominator, and `linear_combination 2 * hb` eliminates the coupling term.

```lean
/-- The correction step raises the Rayleigh quotient above the reference energy exactly
when `⟨d, B d⟩ + a ⟨d, d⟩` is negative. -/
theorem correction_raises_iff (a : ℝ) {b d : n → ℝ} {B : Matrix n n ℝ} (hd : B *ᵥ d = -b) :
    a < rayleigh (coupled a b B) (trial d) ↔ d ⬝ᵥ B *ᵥ d + a * (d ⬝ᵥ d) < 0 := by
  have h0 : 0 ≤ d ⬝ᵥ d := Finset.sum_nonneg fun i _ => mul_self_nonneg (d i)
  have hD : 0 < 1 + d ⬝ᵥ d := by linarith
  rw [rayleigh_correction a hd, lt_sub_comm, sub_self, div_lt_iff₀ hD, zero_mul]
```

Because 1 + ⟨d, d⟩ is positive, the sign of the change is decided by the numerator alone:

a < R if and only if ⟨d, Bd⟩ + a⟨d, d⟩ < 0.

For a nonzero correction and negative a, this means that the mean energy ⟨d, Bd⟩/⟨d, d⟩ of the correction lies below −a. The step lowers the unnormalised energy by ⟨d, Bd⟩, but since the squared norm has grown by ⟨d, d⟩, a fall of −a⟨d, d⟩ would be needed just to keep the quotient at a. The actual fall is smaller than that, and this can happen even when the correction itself is small.

A slip in the derivation can hide this effect. After multiplying a < R by the squared norm, the left side must be a(1 + ⟨d, d⟩). If it is left as a, the criterion becomes ⟨d, Bd⟩ < 0, which a positive definite block never satisfies, and the failure seems impossible.

```lean
/-- With a nonnegative reference energy, a positive definite block and nonzero coupling,
the correction step lowers the Rayleigh quotient. -/
theorem correction_lowers {a : ℝ} (ha : 0 ≤ a) {b d : n → ℝ} {B : Matrix n n ℝ}
    (hpos : ∀ x, x ≠ 0 → 0 < x ⬝ᵥ B *ᵥ x) (hb : b ≠ 0) (hd : B *ᵥ d = -b) :
    rayleigh (coupled a b B) (trial d) < a := by
  have hd0 : d ≠ 0 := by
    intro h
    rw [h, mulVec_zero] at hd
    exact hb (neg_eq_zero.1 hd.symm)
  have h0 : 0 ≤ d ⬝ᵥ d := Finset.sum_nonneg fun i _ => mul_self_nonneg (d i)
  have hN : 0 < d ⬝ᵥ B *ᵥ d + a * (d ⬝ᵥ d) :=
    add_pos_of_pos_of_nonneg (hpos d hd0) (mul_nonneg ha h0)
  have hD : 0 < 1 + d ⬝ᵥ d := by linarith
  rw [rayleigh_correction a hd]
  linarith [div_pos hN hD]
```

With a ≥ 0, a positive definite block and b ≠ 0, the step always lowers the Rayleigh quotient. If d were zero, the step equation would give b = 0, so d ≠ 0. Then ⟨d, Bd⟩ > 0 and a⟨d, d⟩ ≥ 0, and the formula for R subtracts a positive fraction from a. The proof names these facts `hd0` and `hN`, and `div_pos` supplies the sign of the fraction.

The zero of energy therefore matters to this step. Adding a constant to H shifts every Rayleigh quotient equally, but it adds a multiple of ⟨x, x⟩ to the unnormalised energy and so moves its minimum.

```lean
/-- A three-level instance with reference energy `-1`: the block is symmetric and positive
definite, the step equation holds, and the Rayleigh quotient rises. -/
theorem correction_raises_witness :
    (!![1/2, 0; 0, 1/2] : Matrix (Fin 2) (Fin 2) ℝ).IsSymm ∧
    (∀ x : Fin 2 → ℝ, x ≠ 0 → 0 < x ⬝ᵥ !![1/2, 0; 0, 1/2] *ᵥ x) ∧
    (!![1/2, 0; 0, 1/2] : Matrix (Fin 2) (Fin 2) ℝ) *ᵥ ![-2, -2] = -![1, 1] ∧
    -1 < rayleigh (coupled (-1) ![1, 1] !![1/2, 0; 0, 1/2]) (trial ![-2, -2]) := by
  have hd : (!![1/2, 0; 0, 1/2] : Matrix (Fin 2) (Fin 2) ℝ) *ᵥ ![-2, -2] = -![1, 1] := by
    ext i
    fin_cases i <;> norm_num [mulVec, dotProduct, Fin.sum_univ_two]
  refine ⟨?_, ?_, hd, ?_⟩
  · ext i j
    fin_cases i <;> fin_cases j <;> simp
  · intro x hx
    have e : x ⬝ᵥ !![1/2, 0; 0, 1/2] *ᵥ x = (x 0 ^ 2 + x 1 ^ 2) / 2 := by
      simp [mulVec, dotProduct, Fin.sum_univ_two]
      ring
    rw [e]
    by_contra hn
    have h0 : x 0 ^ 2 = 0 := by linarith [sq_nonneg (x 0), sq_nonneg (x 1)]
    have h1 : x 1 ^ 2 = 0 := by linarith [sq_nonneg (x 0), sq_nonneg (x 1)]
    apply hx
    ext i
    fin_cases i
    · exact (pow_eq_zero_iff two_ne_zero).1 h0
    · exact (pow_eq_zero_iff two_ne_zero).1 h1
  · rw [correction_raises_iff (-1) hd, hd]
    norm_num [dotProduct, Fin.sum_univ_two]
```

Here is a three-level example with a = −1, b = (1, 1) and B equal to half the identity. The four parts of the statement say that B is symmetric, that it is positive definite, that d = (−2, −2) solves the step equation, and that the Rayleigh quotient exceeds −1.

By hand, ⟨d, Bd⟩ = 4 and ⟨d, d⟩ = 8, so the criterion reads 4 − 8 = −4 < 0. The unnormalised energy is −5 and the squared norm is 9. The normalised state (1, −2, −2)/3 thus has energy −5/9.

For positive definiteness, the proof writes the form as (x₀² + x₁²)/2 and shows that it can fail to be positive only if both components vanish. The last part applies the criterion and evaluates the numbers.

## Two levels

```lean
/-- The two-level Hamiltonian with diagonal energies `-1` and `h` and coupling `c`. -/
def twoLevel (c h : ℝ) : Matrix (Fin 2) (Fin 2) ℝ := !![-1, c; c, h]
```

The two-level Hamiltonian is

H = [[−1, c], [c, h]].

The reference energy −1 fixes the unit of energy and places the reference state below the chosen zero. For h > 0 the determinant −h − c² is negative, so H is indefinite even though its one-dimensional block h is positive. The matrix is defined directly, and the theorems about it are proved by direct computation instead of through `coupled`.

```lean
lemma energy_twoLevel (c h d : ℝ) :
    energy (twoLevel c h) ![1, d] = -1 + 2 * c * d + h * d ^ 2 := by
  simp [energy, twoLevel, dotProduct, mulVec, Fin.sum_univ_two]
  ring
```

For x = (1, d), now with a single real number d, the expansion is

⟨x, Hx⟩ = −1 + 2cd + hd².

```lean
lemma rayleigh_twoLevel (c h d : ℝ) :
    rayleigh (twoLevel c h) ![1, d] = (-1 + 2 * c * d + h * d ^ 2) / (1 + d ^ 2) := by
  have e : ![1, d] ⬝ᵥ ![1, d] = 1 + d ^ 2 := by
    simp [dotProduct, Fin.sum_univ_two]
    ring
  rw [rayleigh, energy_twoLevel, e]
```

Dividing by the squared norm gives

R(d) = (−1 + 2cd + hd²) / (1 + d²).

```lean
lemma coupling_eq {c k t : ℝ} (hk : k ≠ 0) (ht : t = -c / k) : c = -(k * t) := by
  have h := (eq_div_iff hk).1 ht
  linarith
```

This lemma turns t = −c/k into c = −kt for nonzero k. It will be used with k = h and with k = 1 + h. Replacing c in this way leaves polynomials in t, with no fractions inside them.

```lean
/-- For nonzero coupling and `h > 0`, the step `d = -c/h` raises the Rayleigh quotient
above `-1` exactly when `h < 1`. -/
theorem twoLevel_raises_iff {c h : ℝ} (hc : c ≠ 0) (h0 : 0 < h) :
    -1 < rayleigh (twoLevel c h) ![1, -c / h] ↔ h < 1 := by
  obtain ⟨t, ht⟩ : ∃ t, t = -c / h := ⟨_, rfl⟩
  have hct := coupling_eq h0.ne' ht
  have t0 : t ≠ 0 := fun h' => hc (by rw [hct, h']; simp)
  have p : 0 < t ^ 2 := by positivity
  rw [← ht, rayleigh_twoLevel, lt_div_iff₀ (by positivity), hct]
  -- the two sides differ by `t² (1 - h)`
  constructor
  · intro H
    have q : 0 < t ^ 2 * (1 - h) := by linarith
    linarith [(mul_pos_iff_of_pos_left p).1 q]
  · intro H
    linarith [mul_pos p (sub_pos.2 H)]
```

The theorem assumes c ≠ 0 and h > 0. Set t = −c/h, so that c = −ht and t ≠ 0. The numerator becomes

−1 − 2ht² + ht² = −1 − ht².

Multiplying −1 < R(t) by 1 + t² gives −1 − t² < −1 − ht², which is the same as

t²(1 − h) > 0.

Since t² > 0, this holds exactly when h < 1. The size and sign of the coupling do not affect the answer, provided that c is nonzero.

The `obtain` line introduces the name t, and `lt_div_iff₀` multiplies by the positive denominator. The two branches after `constructor` prove the two directions: the first divides out the positive factor t², and the second multiplies by it.

```lean
/-- For `0 < h < 1` and nonzero coupling, `d = -c/h` is the unique minimiser of the
unnormalised energy of `(1, d)`, yet its Rayleigh quotient lies strictly above that
of `(1, 0)`, which is `-1`. -/
theorem correction_step_fails {c h : ℝ} (hc : c ≠ 0) (h0 : 0 < h) (h1 : h < 1) :
    (∀ d, d ≠ -c / h →
      energy (twoLevel c h) ![1, -c / h] < energy (twoLevel c h) ![1, d]) ∧
    rayleigh (twoLevel c h) ![1, 0] = -1 ∧
    -1 < rayleigh (twoLevel c h) ![1, -c / h] := by
  refine ⟨?_, ?_, (twoLevel_raises_iff hc h0).2 h1⟩
  · obtain ⟨t, ht⟩ : ∃ t, t = -c / h := ⟨_, rfl⟩
    have hct := coupling_eq h0.ne' ht
    rw [← ht]
    intro d hd
    have hs : d - t ≠ 0 := sub_ne_zero.2 hd
    have p : 0 < h * (d - t) ^ 2 := by positivity
    rw [energy_twoLevel, energy_twoLevel, hct]
    linarith
  · rw [rayleigh_twoLevel]
    norm_num
```

This theorem puts the two sides of the failure together. For c ≠ 0 and 0 < h < 1, it states that

- every d other than −c/h gives a strictly larger unnormalised energy;
- the starting vector (1, 0) has Rayleigh quotient −1;
- the vector (1, −c/h) has a Rayleigh quotient strictly above −1.

The first part is a completed square. With t = −c/h and c = −ht,

E(d) − E(t) = −2htd + hd² + ht² = h(d − t)²,

which is positive for d ≠ t. In the proof, `p` is this positivity, and `linarith` matches it to the energy difference. The second part is the quotient at d = 0. The third is the previous theorem, and it is the only place where h < 1 is used.

In normalised terms, the minimising vector has energy

R(t) = −1 + c²(1 − h)/(h² + c²),

which for c = h = 1/2 is the −3/4 of the opening example.

```lean
/-- For nonzero coupling and `h > 0`, the shifted step `d = -c/(1+h)` brings the
Rayleigh quotient strictly below `-1`. -/
theorem shifted_step_lowers {c h : ℝ} (hc : c ≠ 0) (h0 : 0 < h) :
    rayleigh (twoLevel c h) ![1, -c / (1 + h)] < -1 := by
  obtain ⟨t, ht⟩ : ∃ t, t = -c / (1 + h) := ⟨_, rfl⟩
  have hk : 0 < 1 + h := by linarith
  have hct := coupling_eq hk.ne' ht
  have t0 : t ≠ 0 := fun h' => hc (by rw [hct, h']; simp)
  have p : 0 < (1 + h) * t ^ 2 := by positivity
  rw [← ht, rayleigh_twoLevel, div_lt_iff₀ (by positivity), hct]
  linarith

end

end IndefiniteCorrectionStep
```

Replacing h by 1 + h in the denominator repairs the step for every h > 0 and every nonzero c. Set t = −c/(1 + h), so that c = −(1 + h)t. Then

R(t) + 1 = [2ct + (1 + h)t²] / (1 + t²) = −(1 + h)t² / (1 + t²) < 0.

The proof clears the denominator and uses `p`, the positivity of (1 + h)t². For c = h = 1/2 the shifted step is d = −1/3, and the normalised energy falls from −1 to −23/20.

The quantity 1 + h is the energy gap between the two diagonal levels. Dividing the coupling by this gap and changing the sign gives the first-order amplitude of perturbation theory, −c/(1 + h), and a gap does not depend on where the zero of energy is placed. The theorem guarantees a lower energy than that of the reference state; it does not say that the shifted step reaches the ground state.

```lean
#print axioms IndefiniteCorrectionStep.correction_raises_iff
-- 'IndefiniteCorrectionStep.correction_raises_iff' depends on axioms: [propext, Classical.choice, Quot.sound]
#print axioms IndefiniteCorrectionStep.correction_lowers
-- 'IndefiniteCorrectionStep.correction_lowers' depends on axioms: [propext, Classical.choice, Quot.sound]
#print axioms IndefiniteCorrectionStep.correction_step_fails
-- 'IndefiniteCorrectionStep.correction_step_fails' depends on axioms: [propext, Classical.choice, Quot.sound]
#print axioms IndefiniteCorrectionStep.shifted_step_lowers
-- 'IndefiniteCorrectionStep.shifted_step_lowers' depends on axioms: [propext, Classical.choice, Quot.sound]
```
